# Two-setting no-signalling boxes all satisfy the Clauser-Horne inequality at detector efficiency h exactly when h ≤ 2/3

## A null result that a better source cannot repair

Suppose a Clauser-Horne test uses detectors of efficiency 0.6 and finds no violation. Without a bound on what losses allow, the experimenter may blame the source and keep improving the entanglement or the choice of measurements. None of this can help. At efficiency $2/3$ or below, losses alone keep the click probabilities within the inequality, for every source that respects no-signalling.

Local measurements on a shared quantum state give no-signalling probabilities, so the bound applies to them too, provided that there are two settings per side and that the detectors have equal efficiency, lose clicks independently and have no dark counts. Efficiency here means the probability of registering a click that an ideal detector would give. For photons this is the efficiency per photon if at most one photon reaches a detector in each trial; when several arrive together, the click is more likely to survive.

## Boxes, clicks and losses

Each side chooses a setting, $x$ or $y$, from $\{0,1\}$ and sees a click ($+$) or no click ($-$). A box is a table of probabilities $p(a,b|x,y)$ that is nonnegative, sums to one for each pair of settings, and is no-signalling: the distribution of $a$ does not depend on $y$, nor that of $b$ on $x$. This condition stands for the physical requirement that neither side can send a message by choosing a setting.

Write $P_{xy}=p(+,+|x,y)$ for the coincidences, $A_x$ and $B_y$ for the single-click probabilities, and
$$S=P_{00}+P_{01}+P_{10}-P_{11},\qquad T=A_0+B_0 .$$
The Clauser-Horne inequality is $S\le T$.

A detector of efficiency $h$, with $0\le h\le 1$, keeps each click with probability $h$ and never creates one. Let $r(a|a')$ be the probability of registering $a$ when an ideal detector would register $a'$. Then $r(+|+)=h$, $r(-|+)=1-h$, $r(+|-)=0$ and $r(-|-)=1$. The observed table is
$$p_h(a,b|x,y)=\sum_{a',b'} r(a|a')\,r(b|b')\,p(a',b'|x,y).$$
Since $\sum_b r(b|b')=1$, summing over $b$ leaves $\sum_{a'}r(a|a')\sum_{b'}p(a',b'|x,y)$, which does not depend on $y$. The same holds with the sides exchanged, so the observed table is again a no-signalling box.

A coincidence survives only if both clicks do, so $P_{xy}$ becomes $h^2P_{xy}$. For a single click,
$$p_h(+,+|x,y)+p_h(+,-|x,y)=h^2P_{xy}+h(1-h)P_{xy}+h\,p(+,-|x,y)=hA_x ,$$
and likewise $B_y$ becomes $hB_y$. With losses, the inequality reads $h^2S\le hT$.

## The bound up to 2/3

No-signalling lets us compute $A_x$ at any $y$, so $A_x=P_{xy}+p(+,-|x,y)\ge P_{xy}$. In the same way $B_y\ge P_{xy}$. Hence
$$P_{00}\le\tfrac12(A_0+B_0),\quad P_{01}\le A_0,\quad P_{10}\le B_0,\quad -P_{11}\le 0,$$
and adding these gives $S\le\tfrac32T$. If $h\le 2/3$, then
$$h^2S\le\tfrac32h^2T=\tfrac{3h}{2}\,hT\le hT .$$

At $h=2/3$, equality means $S=\tfrac32T$. The gap is a sum of nonnegative terms,
$$\tfrac32T-S=\tfrac12(A_0-P_{00})+\tfrac12(B_0-P_{00})+(A_0-P_{01})+(B_0-P_{10})+P_{11},$$
so it vanishes exactly when $P_{00}=P_{01}=P_{10}=A_0=B_0$ and $P_{11}=0$. A box that never clicks is a trivial case.

## Violation above 2/3

In the Popescu-Rohrlich box the outcomes differ exactly when $x=y=1$, and the two allowed pairs each have probability $1/2$. Thus $P_{00}=P_{01}=P_{10}=\tfrac12$, $P_{11}=0$ and $A_0=B_0=\tfrac12$. With losses,
$$h^2S-hT=\tfrac32h^2-h=\tfrac h2(3h-2),$$
which is positive for every $h>2/3$.

This violation excludes a local model. If the clicks are fixed in advance by numbers $\alpha_x,\beta_y\in\{0,1\}$, then
$$\alpha_0\beta_0+\alpha_0\beta_1+\alpha_1\beta_0-\alpha_1\beta_1\le\alpha_0+\beta_0 .$$
For $\alpha_0=\beta_0=1$ this is $(1-\alpha_1)(1-\beta_1)\ge0$. For $\alpha_0=1,\beta_0=0$ the left side is $\beta_1(1-\alpha_1)\le1$, and the mirrored case is the same. For $\alpha_0=\beta_0=0$ it is $-\alpha_1\beta_1\le0$. Averaging over assignments gives $S\le T$ for every local box.

## What the Lean statements say

`Box` is the probability table with its four conditions. `B.p x y a b` is $p(a,b|x,y)$, and `true` is a click. `coincidence`, `singleA`, `singleB` and `chSum` are $P_{xy}$, $A_x$, $B_y$ and $S$. The singles are computed with the other side's setting at 0, a convention that no-signalling makes harmless. `response h a a'` is $r(a|a')$, and `lossy` builds the observed box.

The main theorem, `efficiency_threshold`, says that for $0\le h\le1$ every box seen through detectors of efficiency $h$ satisfies the inequality if and only if $h\le2/3$. `IsLocal` describes a mixture of predetermined outcomes with nonnegative weights; normalisation of the box makes them sum to one.

No quantum state gives the ideal Popescu-Rohrlich box used in the proof, so the theorem does not say that a quantum state achieves a violation at each efficiency above $2/3$. It also concerns one inequality with fixed setting labels, and satisfying that inequality is not shown to make a box local.

## Different efficiencies on the two sides

The model could give the first side efficiency $g$ and the second side $h$. The inequality would become $ghS\le gA_0+hB_0$, and the single threshold would turn into a curve: all boxes satisfy it when $3gh\le g+h$, and the Popescu-Rohrlich box violates it when $3gh>g+h$. With one perfect detector, the other would need an efficiency above $1/2$. This variant is a short calculation by hand, separate from the file below.

## The Lean file

```lean
import Mathlib

open Finset

namespace DetectionEfficiency

noncomputable section

/-- A no-signalling box with two settings per side; `p x y a b` is the probability of
outcomes `a, b` at settings `x, y`, and the outcome `true` is a click. -/
structure Box where
  p : Fin 2 → Fin 2 → Bool → Bool → ℝ
  nonneg : ∀ x y a b, 0 ≤ p x y a b
  normalised : ∀ x y, ∑ a, ∑ b, p x y a b = 1
  noSignalA : ∀ x y y' a, ∑ b, p x y a b = ∑ b, p x y' a b
  noSignalB : ∀ x x' y b, ∑ a, p x y a b = ∑ a, p x' y a b

/-- The probability that both sides click at settings `x, y`. -/
def coincidence (B : Box) (x y : Fin 2) : ℝ := B.p x y true true

/-- The probability that the first side clicks at setting `x`. -/
def singleA (B : Box) (x : Fin 2) : ℝ := ∑ b, B.p x 0 true b

/-- The probability that the second side clicks at setting `y`. -/
def singleB (B : Box) (y : Fin 2) : ℝ := ∑ a, B.p 0 y a true

/-- The Clauser-Horne combination of coincidence probabilities. -/
def chSum (B : Box) : ℝ :=
  coincidence B 0 0 + coincidence B 0 1 + coincidence B 1 0 - coincidence B 1 1

/-- The Clauser-Horne inequality for the click probabilities of a box. -/
def SatisfiesCH (B : Box) : Prop := chSum B ≤ singleA B 0 + singleB B 0

/-- The probability that a detector of efficiency `h` registers the first outcome
when an ideal detector would register the second. -/
def response (h : ℝ) : Bool → Bool → ℝ
  | true, true => h
  | false, true => 1 - h
  | true, false => 0
  | false, false => 1

/-- Response probabilities are nonnegative for an efficiency between zero and one. -/
theorem response_nonneg {h : ℝ} (h0 : 0 ≤ h) (h1 : h ≤ 1) (a a' : Bool) :
    0 ≤ response h a a' := by
  cases a <;> cases a' <;> simp only [response] <;> linarith

/-- The box observed when each side independently has a detector of efficiency `h`. -/
def lossy (h : ℝ) (h0 : 0 ≤ h) (h1 : h ≤ 1) (B : Box) : Box where
  p x y a b := ∑ a', ∑ b', response h a a' * response h b b' * B.p x y a' b'
  nonneg x y a b := Finset.sum_nonneg fun a' _ => Finset.sum_nonneg fun b' _ =>
    mul_nonneg (mul_nonneg (response_nonneg h0 h1 a a') (response_nonneg h0 h1 b b'))
      (B.nonneg x y a' b')
  normalised x y := by
    have hn := B.normalised x y
    simp only [Fintype.sum_bool] at hn
    simp only [Fintype.sum_bool, response]
    linear_combination hn
  noSignalA x y y' a := by
    have ht := B.noSignalA x y y' true
    have hf := B.noSignalA x y y' false
    simp only [Fintype.sum_bool] at ht hf
    cases a
    · simp only [Fintype.sum_bool, response]
      linear_combination (1 - h) * ht + hf
    · simp only [Fintype.sum_bool, response]
      linear_combination h * ht
  noSignalB x x' y b := by
    have ht := B.noSignalB x x' y true
    have hf := B.noSignalB x x' y false
    simp only [Fintype.sum_bool] at ht hf
    cases b
    · simp only [Fintype.sum_bool, response]
      linear_combination (1 - h) * ht + hf
    · simp only [Fintype.sum_bool, response]
      linear_combination h * ht

/-- Finite efficiency multiplies the Clauser-Horne sum of coincidences by `h ^ 2` and
the single-click probabilities by `h`. -/
theorem lossy_clicks (h : ℝ) (h0 : 0 ≤ h) (h1 : h ≤ 1) (B : Box) :
    chSum (lossy h h0 h1 B) = h ^ 2 * chSum B ∧
    (∀ x, singleA (lossy h h0 h1 B) x = h * singleA B x) ∧
    (∀ y, singleB (lossy h h0 h1 B) y = h * singleB B y) := by
  refine ⟨?_, fun x => ?_, fun y => ?_⟩
  · simp only [chSum, coincidence, lossy, Fintype.sum_bool, response]
    ring
  · simp only [singleA, lossy, Fintype.sum_bool, response]
    ring
  · simp only [singleB, lossy, Fintype.sum_bool, response]
    ring

/-- In a no-signalling box a coincidence is at most as probable as a click on either side. -/
theorem coincidence_le_single (B : Box) (x y : Fin 2) :
    coincidence B x y ≤ singleA B x ∧ coincidence B x y ≤ singleB B y := by
  have hA := B.noSignalA x y 0 true
  have hB := B.noSignalB x 0 y true
  have h1 := B.nonneg x y true false
  have h2 := B.nonneg x y false true
  simp only [Fintype.sum_bool] at hA hB
  simp only [coincidence, singleA, singleB, Fintype.sum_bool]
  constructor <;> linarith

/-- For efficiency at most `2/3`, the click probabilities of every no-signalling box
obey the Clauser-Horne inequality with detector losses. -/
theorem efficiency_bound (B : Box) {h : ℝ} (h0 : 0 ≤ h) (hh : h ≤ 2 / 3) :
    h ^ 2 * chSum B ≤ h * (singleA B 0 + singleB B 0) := by
  obtain ⟨a00, b00⟩ := coincidence_le_single B 0 0
  have a01 := (coincidence_le_single B 0 1).1
  have b10 := (coincidence_le_single B 1 0).2
  have p00 : 0 ≤ coincidence B 0 0 := B.nonneg 0 0 true true
  have p11 : 0 ≤ coincidence B 1 1 := B.nonneg 1 1 true true
  -- The ideal Clauser-Horne sum is at most 3/2 times the sum of the two singles at setting 0.
  have hS : chSum B ≤ 3 / 2 * (singleA B 0 + singleB B 0) := by
    unfold chSum
    linarith
  have hT : 0 ≤ singleA B 0 + singleB B 0 := by linarith
  have k1 := mul_le_mul_of_nonneg_left hS (sq_nonneg h)
  have k2 := mul_nonneg (mul_nonneg h0 (sub_nonneg.mpr hh)) hT
  nlinarith [k1, k2]

/-- At efficiency `2/3` the bound is an equality exactly when the coincidences at settings
00, 01 and 10 all equal both singles at setting 0, and the coincidence at 11 vanishes. -/
theorem equality_at_threshold (B : Box) :
    (2 / 3 : ℝ) ^ 2 * chSum B = 2 / 3 * (singleA B 0 + singleB B 0) ↔
      coincidence B 0 0 = singleA B 0 ∧ coincidence B 0 0 = singleB B 0 ∧
      coincidence B 0 1 = singleA B 0 ∧ coincidence B 1 0 = singleB B 0 ∧
      coincidence B 1 1 = 0 := by
  obtain ⟨a00, b00⟩ := coincidence_le_single B 0 0
  have a01 := (coincidence_le_single B 0 1).1
  have b10 := (coincidence_le_single B 1 0).2
  have p11 : 0 ≤ coincidence B 1 1 := B.nonneg 1 1 true true
  unfold chSum
  constructor
  · intro he
    refine ⟨?_, ?_, ?_, ?_, ?_⟩ <;> linarith
  · rintro ⟨e1, e2, e3, e4, e5⟩
    linarith

/-- The Popescu-Rohrlich box: the outcomes differ exactly when both settings are 1,
and the two allowed outcome pairs are equally likely. -/
def prBox : Box where
  p x y a b := if (a != b) = (x == 1 && y == 1) then 1 / 2 else 0
  nonneg x y a b := by split_ifs <;> norm_num
  normalised x y := by
    generalize (x == 1 && y == 1) = c
    cases c <;> norm_num [Fintype.sum_bool]
  noSignalA x y y' a := by
    generalize (x == 1 && y == 1) = c
    generalize (x == 1 && y' == 1) = d
    cases a <;> cases c <;> cases d <;> norm_num [Fintype.sum_bool]
  noSignalB x x' y b := by
    generalize (x == 1 && y == 1) = c
    generalize (x' == 1 && y == 1) = d
    cases b <;> cases c <;> cases d <;> norm_num [Fintype.sum_bool]

/-- For every efficiency above `2/3` the Popescu-Rohrlich box violates the
Clauser-Horne inequality with detector losses. -/
theorem prBox_violation {h : ℝ} (hh : 2 / 3 < h) :
    h * (singleA prBox 0 + singleB prBox 0) < h ^ 2 * chSum prBox := by
  have hS : chSum prBox = 3 / 2 := by
    norm_num [chSum, coincidence, prBox]
  have hA : singleA prBox 0 = 1 / 2 := by
    norm_num [singleA, prBox, Fintype.sum_bool]
  have hB : singleB prBox 0 = 1 / 2 := by
    norm_num [singleB, prBox, Fintype.sum_bool]
  rw [hS, hA, hB]
  nlinarith

/-- All no-signalling boxes observed with detectors of efficiency `h` satisfy the
Clauser-Horne inequality if and only if `h` is at most `2/3`. -/
theorem efficiency_threshold (h : ℝ) (h0 : 0 ≤ h) (h1 : h ≤ 1) :
    (∀ B : Box, SatisfiesCH (lossy h h0 h1 B)) ↔ h ≤ 2 / 3 := by
  constructor
  · intro hall
    by_contra hn
    have hv := prBox_violation (not_le.mp hn)
    have hc := hall prBox
    obtain ⟨e, eA, eB⟩ := lossy_clicks h h0 h1 prBox
    rw [SatisfiesCH, e, eA, eB] at hc
    linarith
  · intro hh B
    obtain ⟨e, eA, eB⟩ := lossy_clicks h h0 h1 B
    rw [SatisfiesCH, e, eA, eB]
    linarith [efficiency_bound B h0 hh]

/-- A box is local if it is a statistical mixture of predetermined outcomes,
one for each setting on each side. -/
def IsLocal (B : Box) : Prop :=
  ∃ w : (Fin 2 → Bool) × (Fin 2 → Bool) → ℝ, (∀ l, 0 ≤ w l) ∧
    ∀ x y a b, B.p x y a b = ∑ l, if l.1 x = a ∧ l.2 y = b then w l else 0

/-- Every local box satisfies the Clauser-Horne inequality. -/
theorem IsLocal.satisfiesCH {B : Box} (hB : IsLocal B) : SatisfiesCH B := by
  obtain ⟨w, hw, hp⟩ := hB
  simp only [SatisfiesCH, chSum, coincidence, singleA, singleB, Fintype.sum_bool, hp,
    ← Finset.sum_add_distrib, ← Finset.sum_sub_distrib]
  -- The inequality holds separately for each assignment of outcomes.
  apply Finset.sum_le_sum
  intro l _
  have hl := hw l
  cases e1 : l.1 0 <;> cases e2 : l.1 1 <;> cases e3 : l.2 0 <;> cases e4 : l.2 1 <;>
    simp <;> linarith

/-- Above efficiency `2/3` the Popescu-Rohrlich box observed with lossy detectors
is not local. -/
theorem lossy_prBox_not_local {h : ℝ} (hh : 2 / 3 < h) (h0 : 0 ≤ h) (h1 : h ≤ 1) :
    ¬ IsLocal (lossy h h0 h1 prBox) := by
  intro hl
  have hc := hl.satisfiesCH
  obtain ⟨e, eA, eB⟩ := lossy_clicks h h0 h1 prBox
  rw [SatisfiesCH, e, eA, eB] at hc
  linarith [prBox_violation hh]

end

end DetectionEfficiency
```

```lean
#print axioms DetectionEfficiency.equality_at_threshold
-- 'DetectionEfficiency.equality_at_threshold' depends on axioms: [propext, Classical.choice, Quot.sound]
#print axioms DetectionEfficiency.efficiency_threshold
-- 'DetectionEfficiency.efficiency_threshold' depends on axioms: [propext, Classical.choice, Quot.sound]
#print axioms DetectionEfficiency.lossy_prBox_not_local
-- 'DetectionEfficiency.lossy_prBox_not_local' depends on axioms: [propext, Classical.choice, Quot.sound]
```

## How the proof follows the calculation

**Losses.** The definition of `lossy` includes the proof that the observed table is a box. Nonnegativity comes from `response_nonneg`. For no-signalling, `linear_combination` weights the original conditions by the response probabilities: $h$ for a registered click, and $1-h$ and $1$ for the two ways of registering none. `lossy_clicks` then expands the four-term sums, and `ring` finds the factors $h^2$ and $h$.

**The bound.** `coincidence_le_single` uses no-signalling to move the other side's setting to 0, then discards a nonnegative term. In `efficiency_bound`, `hS` is $S\le\tfrac32T$. The facts `k1` and `k2` are $h^2S\le\tfrac32h^2T$ and $h(\tfrac23-h)T\ge0$; adding $\tfrac32$ times the second to the first gives the claim. In `equality_at_threshold`, `linarith` extracts each equality from the vanishing sum of nonnegative terms.

**The violation.** The checks for `prBox` replace the condition "both settings are 1" by a Boolean and try both values, since the marginals are $1/2$ either way. `prBox_violation` evaluates $S=\tfrac32$ and $A_0=B_0=\tfrac12$, leaving the quadratic inequality to `nlinarith`.

**The equivalence.** In `efficiency_threshold`, one direction assumes $h>2/3$ and applies the supposed universal inequality to `prBox`, which contradicts the violation. The other direction is `efficiency_bound`. Both use `lossy_clicks` to pass between the observed and the ideal box.

**Locality.** `IsLocal.satisfiesCH` gathers both sides into sums over assignments and compares them term by term. It checks all sixteen assignments, where the derivation above needed four cases. `lossy_prBox_not_local` combines this with the violation.
